# In the repulsive Hubbard dimer, the triplet density is uniform at every bias, the ground-state density only at zero bias

Two electrons of opposite spin occupy two sites with hopping $t>0$, on-site repulsion $U>0$ and site potentials $-d/2$ and $d/2$. The triplet has energy 0 and one electron on each site for every bias $d$. Every ground state has negative energy, and has this density $(1,1)$ exactly when $d=0$.

## A constant density under a changing potential

Let the bias $d(\tau)$ vary with time $\tau$. A system prepared in the triplet stays there, and its density never changes. Inferring the potential from that density as if it belonged to a ground state would give $d=0$, whatever the actual driving. So a density that evolves from an excited state need not be the ground-state density of the instantaneous potential. This is not yet a failure of the adiabatic approximation in time-dependent density functional theory, which evaluates a ground-state exchange-correlation potential at the instantaneous density. In this model, a Kohn–Sham system that also starts in the triplet keeps the correct density under that approximation.

## The statement in Lean

`State` holds four complex amplitudes `ψ i j`, with the up electron on site `i` and the down electron on site `j`; the sites are numbered 0 and 1. `ham` is the Hamiltonian, and `density` is the site occupation summed over spin. `IsEigen` requires normalisation, and `IsGround` adds that no eigenvalue in this $S_z=0$ space lies lower.

The final theorem takes any function `d : ℝ → ℝ`, even a discontinuous one, and any instant `τ`. Its `HasDerivAt` clause is $\dot\psi=-iH\psi$ with $\hbar=1$, for the constant triplet. The other clauses give the triplet's density and the two properties of every instantaneous ground state.

The theorem compares interacting densities. It contains no Kohn–Sham system and does not test any approximate exchange-correlation potential.

## From four amplitudes to a cubic

Write $a=\psi_{00}$, $b=\psi_{11}$, $c=\psi_{01}$, $c'=\psi_{10}$. The eigenvalue equation at energy $E$ reads

$$(U-d)a-t(c+c')=Ea,\qquad (U+d)b-t(c+c')=Eb,$$
$$-t(a+b)=Ec=Ec'.$$

The triplet has $a=b=0$ and $c=-c'=1/\sqrt2$. All left-hand sides vanish, so $E=0$, and each site has occupation $|c|^2+|c'|^2=1$.

Now let $E<0$. Then $c=c'$, and

$$(U-d-E)a=2tc=(U+d-E)b.$$

If $c=0$, then $b=-a$, so $2(U-E)a=0$ and the whole state vanishes, contradicting normalisation. Hence $c\neq0$, and so $a,b\neq0$. Multiplying $Ec=-t(a+b)$ by $(U-E)^2-d^2$ and dividing by $c$ gives

$$F(E)=E\big((U-E)^2-d^2\big)+4t^2(U-E)=0.$$

Conversely, a negative root gives an eigenvector with

$$a=2t(U+d-E),\quad b=2t(U-d-E),\quad c=c'=(U-E)^2-d^2,$$

to be divided by $\sqrt{a^2+b^2+2c^2}$, which is nonzero because $a+b=4t(U-E)>0$.

## A ground state below zero

At zero, $F(0)=4t^2U>0$. For $E\le-(|d|+2t)$ put $W=U-E$. Then $W-|d|>2t$, so $W^2-d^2=(W-|d|)(W+|d|)>2tW$, and

$$F(E)\le-2t(W^2-d^2)+4t^2W<0.$$

A root therefore lies between $-(|d|+2t)$ and 0, and none lies lower. The least root is the ground energy.

## In a ground state, equal occupations require equal site potentials

The occupations add up to 2 and differ by $2(|a|^2-|b|^2)$, so the density is $(1,1)$ exactly when $|a|=|b|$. Taking squared moduli above,

$$(U-d-E)^2|a|^2=(U+d-E)^2|b|^2.$$

If $|a|=|b|\neq0$, this gives $4d(U-E)=0$, hence $d=0$. If $d=0$, it gives $|a|=|b|$.

## The complete Lean file

```lean
import Mathlib

open Set

noncomputable section

namespace HubbardDimerTDDFT

/-- Amplitudes of the `Sz = 0` two-electron states: `ψ i j` has the spin-up electron on site `i`
and the spin-down electron on site `j`. -/
abbrev State := Fin 2 → Fin 2 → ℂ

/-- One-electron Hamiltonian with hopping `t` and site potentials `-d/2` and `d/2`. -/
def oneBody (t d : ℝ) : Matrix (Fin 2) (Fin 2) ℝ := !![-d / 2, -t; -t, d / 2]

/-- The Hubbard Hamiltonian: each electron feels the one-electron Hamiltonian, and a doubly
occupied site costs the energy `U`. -/
def ham (t U d : ℝ) (ψ : State) : State := fun i j =>
  ∑ k, (oneBody t d i k : ℂ) * ψ k j + ∑ k, (oneBody t d j k : ℂ) * ψ i k
    + if i = j then (U : ℂ) * ψ i j else 0

/-- The electron density on site `i`, summed over both spins. -/
def density (ψ : State) (i : Fin 2) : ℝ :=
  ∑ j, (Complex.normSq (ψ i j) + Complex.normSq (ψ j i))

/-- `ψ` is a normalised eigenstate of energy `E`. -/
def IsEigen (t U d E : ℝ) (ψ : State) : Prop :=
  ∑ i, ∑ j, Complex.normSq (ψ i j) = 1 ∧ ham t U d ψ = (E : ℂ) • ψ

/-- `ψ` is a ground state of energy `E`: a normalised eigenstate with no eigenvalue below `E`. -/
def IsGround (t U d E : ℝ) (ψ : State) : Prop :=
  IsEigen t U d E ψ ∧ ∀ E' φ, IsEigen t U d E' φ → E ≤ E'

/-- The normalised `Sz = 0` triplet, antisymmetric under exchange of the two sites. -/
def triplet : State :=
  ![![0, (((Real.sqrt 2)⁻¹ : ℝ) : ℂ)], ![-(((Real.sqrt 2)⁻¹ : ℝ) : ℂ), 0]]

/-- The cubic function of the energy whose zeros are sought in the singlet sector. -/
def secular (t U d E : ℝ) : ℝ := E * ((U - E) ^ 2 - d ^ 2) + 4 * t ^ 2 * (U - E)

/-- The stationary Schrödinger equation of the dimer, written out in the four amplitudes. -/
theorem schrodinger_iff (t U d E : ℝ) (ψ : State) :
    ham t U d ψ = (E : ℂ) • ψ ↔
      ((U : ℂ) - d) * ψ 0 0 - t * (ψ 0 1 + ψ 1 0) = E * ψ 0 0 ∧
      -(t : ℂ) * (ψ 0 0 + ψ 1 1) = E * ψ 0 1 ∧
      -(t : ℂ) * (ψ 0 0 + ψ 1 1) = E * ψ 1 0 ∧
      ((U : ℂ) + d) * ψ 1 1 - t * (ψ 0 1 + ψ 1 0) = E * ψ 1 1 := by
  have h00 : ham t U d ψ 0 0 = ((U : ℂ) - d) * ψ 0 0 - t * (ψ 0 1 + ψ 1 0) := by
    simp [ham, oneBody, Fin.sum_univ_two]
    ring
  have h01 : ham t U d ψ 0 1 = -(t : ℂ) * (ψ 0 0 + ψ 1 1) := by
    simp [ham, oneBody, Fin.sum_univ_two]
    ring
  have h10 : ham t U d ψ 1 0 = -(t : ℂ) * (ψ 0 0 + ψ 1 1) := by
    simp [ham, oneBody, Fin.sum_univ_two]
    ring
  have h11 : ham t U d ψ 1 1 = ((U : ℂ) + d) * ψ 1 1 - t * (ψ 0 1 + ψ 1 0) := by
    simp [ham, oneBody, Fin.sum_univ_two]
    ring
  simp only [funext_iff, Fin.forall_fin_two, Pi.smul_apply, smul_eq_mul, h00, h01, h10, h11]
  tauto

/-- For every `d` the triplet is an eigenstate of energy zero with one electron on each site. -/
theorem triplet_stationary (t U d : ℝ) :
    IsEigen t U d 0 triplet ∧ ∀ i, density triplet i = 1 := by
  have hs : Complex.normSq (((Real.sqrt 2)⁻¹ : ℝ) : ℂ) = 1 / 2 := by
    rw [Complex.normSq_ofReal, ← mul_inv, Real.mul_self_sqrt (by norm_num)]
    norm_num
  have h00 : Complex.normSq (triplet 0 0) = 0 := Complex.normSq_zero
  have h11 : Complex.normSq (triplet 1 1) = 0 := Complex.normSq_zero
  have h01 : Complex.normSq (triplet 0 1) = 1 / 2 := hs
  have h10 : Complex.normSq (triplet 1 0) = 1 / 2 := (Complex.normSq_neg _).trans hs
  refine ⟨⟨?_, ?_⟩, ?_⟩
  · simp only [Fin.sum_univ_two, h00, h01, h10, h11]
    norm_num
  · rw [schrodinger_iff]
    simp [triplet]
  · simp only [Fin.forall_fin_two, density, Fin.sum_univ_two, h00, h01, h10, h11]
    norm_num

/-- For `t, U > 0`, an eigenstate of negative energy has equal, nonzero singly occupied
amplitudes, which fix the doubly occupied ones. -/
theorem negative_energy_amplitudes {t U d E : ℝ} {ψ : State} (ht : 0 < t) (hU : 0 < U)
    (hE : E < 0) (h : IsEigen t U d E ψ) :
    ψ 1 0 = ψ 0 1 ∧ ψ 0 1 ≠ 0 ∧ ((U : ℂ) - d - E) * ψ 0 0 = 2 * t * ψ 0 1 ∧
      ((U : ℂ) + d - E) * ψ 1 1 = 2 * t * ψ 0 1 ∧
      (E : ℂ) * ψ 0 1 = -t * (ψ 0 0 + ψ 1 1) := by
  obtain ⟨hn, hs⟩ := h
  obtain ⟨h1, h3, h4, h2⟩ := (schrodinger_iff t U d E ψ).1 hs
  have hE' : (E : ℂ) ≠ 0 := Complex.ofReal_ne_zero.2 hE.ne
  have ht' : (t : ℂ) ≠ 0 := Complex.ofReal_ne_zero.2 ht.ne'
  have hUE : (U : ℂ) - E ≠ 0 := by
    have h0 : U - E ≠ 0 := (sub_pos.2 (hE.trans hU)).ne'
    exact_mod_cast h0
  have he : ψ 1 0 = ψ 0 1 := mul_left_cancel₀ hE' (h4.symm.trans h3)
  have ha : ((U : ℂ) - d - E) * ψ 0 0 = 2 * t * ψ 0 1 := by
    linear_combination h1 + (t : ℂ) * he
  have hb : ((U : ℂ) + d - E) * ψ 1 1 = 2 * t * ψ 0 1 := by
    linear_combination h2 + (t : ℂ) * he
  refine ⟨he, ?_, ha, hb, h3.symm⟩
  -- a vanishing covalent amplitude would make the whole state vanish
  intro hc
  have hab : ψ 0 0 + ψ 1 1 = 0 := by
    apply mul_left_cancel₀ ht'
    linear_combination -h3 - (E : ℂ) * hc
  have ha0 : ψ 0 0 = 0 := by
    apply mul_left_cancel₀ hUE
    linear_combination (ha - hb + ((U : ℂ) + d - E) * hab) / 2
  have hb0 : ψ 1 1 = 0 := by linear_combination hab - ha0
  simp [Fin.sum_univ_two, ha0, hb0, hc, he] at hn

/-- For `t, U > 0`, a negative number is an energy of the dimer exactly when it is a zero of
the secular cubic. -/
theorem negative_energy_iff {t U d E : ℝ} (ht : 0 < t) (hU : 0 < U) (hE : E < 0) :
    (∃ ψ, IsEigen t U d E ψ) ↔ secular t U d E = 0 := by
  constructor
  · rintro ⟨ψ, h⟩
    obtain ⟨-, hc, ha, hb, h3⟩ := negative_energy_amplitudes ht hU hE h
    have hz : ((secular t U d E : ℝ) : ℂ) * ψ 0 1 = 0 := by
      simp only [secular]
      push_cast
      linear_combination ((U : ℂ) - d - E) * (U + d - E) * h3
        - (t : ℂ) * (U + d - E) * ha - (t : ℂ) * (U - d - E) * hb
    exact Complex.ofReal_eq_zero.1 ((mul_eq_zero.1 hz).resolve_right hc)
  · intro hf
    simp only [secular] at hf
    have hpos : ∀ a b c : ℝ, 0 < a + b → 0 < a ^ 2 + b ^ 2 + 2 * c ^ 2 := by
      intro a b c hab
      nlinarith [sq_nonneg (a - b), sq_nonneg c, mul_pos hab hab]
    have hN := hpos (2 * t * (U + d - E)) (2 * t * (U - d - E)) ((U - E) ^ 2 - d ^ 2)
      (by nlinarith [mul_pos ht (sub_pos.2 (hE.trans hU))])
    -- the normalisation factor
    obtain ⟨k, hk⟩ : ∃ k : ℝ, k ^ 2 * ((2 * t * (U + d - E)) ^ 2
        + (2 * t * (U - d - E)) ^ 2 + 2 * ((U - E) ^ 2 - d ^ 2) ^ 2) = 1 :=
      ⟨(Real.sqrt _)⁻¹, by rw [inv_pow, Real.sq_sqrt hN.le, inv_mul_cancel₀ hN.ne']⟩
    obtain ⟨p, hp⟩ : ∃ p, p = k * (2 * t * (U + d - E)) := ⟨_, rfl⟩
    obtain ⟨s, hs⟩ : ∃ s, s = k * (2 * t * (U - d - E)) := ⟨_, rfl⟩
    obtain ⟨q, hq⟩ : ∃ q, q = k * ((U - E) ^ 2 - d ^ 2) := ⟨_, rfl⟩
    have h1 : (U - d) * p - t * (q + q) = E * p := by rw [hp, hq]; ring
    have h2 : (U + d) * s - t * (q + q) = E * s := by rw [hs, hq]; ring
    have h3 : -t * (p + s) = E * q := by
      rw [hp, hs, hq]
      linear_combination (-k) * hf
    refine ⟨![![(p : ℂ), (q : ℂ)], ![(q : ℂ), (s : ℂ)]], ?_, ?_⟩
    · have hn : p * p + q * q + (q * q + s * s) = 1 := by
        rw [hp, hs, hq]
        linear_combination hk
      simpa [Fin.sum_univ_two, Complex.normSq_ofReal] using hn
    · rw [schrodinger_iff]
      refine ⟨?_, ?_, ?_, ?_⟩
      · change ((U : ℂ) - d) * p - t * (q + q) = E * p
        exact_mod_cast h1
      · change -(t : ℂ) * (p + s) = E * q
        exact_mod_cast h3
      · change -(t : ℂ) * (p + s) = E * q
        exact_mod_cast h3
      · change ((U : ℂ) + d) * s - t * (q + q) = E * s
        exact_mod_cast h2

/-- For `t, U > 0` the dimer has a ground state, and its energy is negative. -/
theorem exists_ground {t U : ℝ} (d : ℝ) (ht : 0 < t) (hU : 0 < U) :
    ∃ E ψ, E < 0 ∧ IsGround t U d E ψ := by
  -- the cubic is negative far below zero
  have hlow : ∀ E, E ≤ -(|d| + 2 * t) → secular t U d E < 0 := by
    intro E hE
    have hd := abs_nonneg d
    have hW : 0 < U - E := by linarith
    have hg : 0 < U - E - |d| - 2 * t := by linarith
    have hg' : 0 ≤ U - E - |d| := by linarith
    have h1 : 2 * t * (U - E) < (U - E) ^ 2 - d ^ 2 := by
      nlinarith [sq_abs d, mul_pos hg hW, mul_nonneg hd hg']
    have hQ : 0 ≤ (U - E) ^ 2 - d ^ 2 := (mul_pos (by linarith) hW).le.trans h1.le
    have h2 := mul_le_mul_of_nonneg_right (show E ≤ -(2 * t) by linarith) hQ
    simp only [secular]
    nlinarith [mul_pos ht (sub_pos.2 h1)]
  have hzero : 0 < secular t U d 0 := by
    have h0 : 0 < 4 * t ^ 2 * U := by positivity
    simpa [secular] using h0
  have hcont : Continuous (fun E => secular t U d E) := by
    simp only [secular]
    fun_prop
  have hM : -(|d| + 2 * t) ≤ 0 := by linarith [abs_nonneg d]
  obtain ⟨E₀, hE₀, hf₀⟩ := intermediate_value_Icc hM hcont.continuousOn
    ⟨(hlow _ le_rfl).le, hzero.le⟩
  -- the lowest zero is the ground energy
  have hcomp : IsCompact (Icc (-(|d| + 2 * t)) 0 ∩ {E | secular t U d E = 0}) :=
    isCompact_Icc.inter_right (isClosed_eq hcont continuous_const)
  obtain ⟨E, ⟨hEI, hEf⟩, hmin⟩ := hcomp.exists_isLeast ⟨E₀, hE₀, hf₀⟩
  have hEf' : secular t U d E = 0 := hEf
  have hE : E < 0 := by
    refine lt_of_le_of_ne hEI.2 ?_
    intro h0
    rw [h0] at hEf'
    exact hzero.ne' hEf'
  obtain ⟨ψ, hψ⟩ := (negative_energy_iff ht hU hE).2 hEf'
  refine ⟨E, ψ, hE, hψ, ?_⟩
  intro E' φ hφ
  by_cases hE' : E' < 0
  · have hf := (negative_energy_iff ht hU hE').1 ⟨φ, hφ⟩
    have hl : -(|d| + 2 * t) ≤ E' := by
      by_contra hcon
      exact (hlow E' (not_le.1 hcon).le).ne hf
    exact hmin ⟨⟨hl, hE'.le⟩, hf⟩
  · exact hE.le.trans (not_lt.1 hE')

/-- For `t, U > 0`, an eigenstate of negative energy has one electron on each site if and only
if the two site potentials are equal. -/
theorem uniform_density_iff {t U d E : ℝ} {ψ : State} (ht : 0 < t) (hU : 0 < U)
    (hE : E < 0) (h : IsEigen t U d E ψ) : (∀ i, density ψ i = 1) ↔ d = 0 := by
  obtain ⟨-, hc, ha, hb, -⟩ := negative_energy_amplitudes ht hU hE h
  have hUE : 0 < U - E := by linarith
  have hab : ((U - d - E : ℝ) : ℂ) * ψ 0 0 = ((U + d - E : ℝ) : ℂ) * ψ 1 1 := by
    push_cast
    linear_combination ha - hb
  -- compare the weights of the two doubly occupied configurations
  have hw := congrArg Complex.normSq hab
  rw [Complex.normSq_mul, Complex.normSq_mul, Complex.normSq_ofReal,
    Complex.normSq_ofReal] at hw
  have hn := h.1
  simp only [Fin.sum_univ_two] at hn
  simp only [Fin.forall_fin_two, density, Fin.sum_univ_two]
  constructor
  · rintro ⟨h0, h1⟩
    have heq : Complex.normSq (ψ 1 1) = Complex.normSq (ψ 0 0) := by linarith
    have ha0 : Complex.normSq (ψ 0 0) ≠ 0 := by
      intro hz
      rw [Complex.normSq_eq_zero.1 hz, mul_zero] at ha
      have ht' : (2 : ℂ) * t ≠ 0 :=
        mul_ne_zero two_ne_zero (Complex.ofReal_ne_zero.2 ht.ne')
      exact mul_ne_zero ht' hc ha.symm
    rw [heq] at hw
    have hz : d * ((U - E) * Complex.normSq (ψ 0 0)) = 0 := by
      linear_combination (-1 / 4) * hw
    exact (mul_eq_zero.1 hz).resolve_right (mul_ne_zero hUE.ne' ha0)
  · intro hd
    rw [hd] at hw
    have heq : Complex.normSq (ψ 0 0) = Complex.normSq (ψ 1 1) := by
      apply mul_left_cancel₀ (mul_pos hUE hUE).ne'
      linear_combination hw
    constructor <;> linarith

/-- Let `t, U > 0` and let `d` vary in time in any way. The constant triplet solves the
time-dependent Schrödinger equation (`ħ = 1`) with density `(1,1)`, whereas a ground state of the
instantaneous Hamiltonian has negative energy, and has density `(1,1)` if and only if `d` vanishes
at that instant. -/
theorem stationary_excited_density_not_adiabatic {t U : ℝ} (ht : 0 < t) (hU : 0 < U)
    (d : ℝ → ℝ) (τ : ℝ) :
    HasDerivAt (fun _ : ℝ => triplet) (-Complex.I • ham t U (d τ) triplet) τ ∧
    (∀ i, density triplet i = 1) ∧
    ∀ E ψ, IsGround t U (d τ) E ψ → E < 0 ∧ ((∀ i, density ψ i = 1) ↔ d τ = 0) := by
  obtain ⟨htrip, hdens⟩ := triplet_stationary t U (d τ)
  refine ⟨?_, hdens, ?_⟩
  · have hz : -Complex.I • ham t U (d τ) triplet = 0 := by
      rw [htrip.2]
      simp
    rw [hz]
    exact hasDerivAt_const τ triplet
  · intro E ψ hg
    obtain ⟨E₀, φ, hE₀, hφ⟩ := exists_ground (d τ) ht hU
    have hE : E < 0 := (hg.2 E₀ φ hφ.1).trans_lt hE₀
    exact ⟨hE, uniform_density_iff ht hU hE hg.1⟩

end HubbardDimerTDDFT
```

```lean
#print axioms HubbardDimerTDDFT.stationary_excited_density_not_adiabatic
```

```
'HubbardDimerTDDFT.stationary_excited_density_not_adiabatic' depends on axioms: [propext, Classical.choice, Quot.sound]
```

## How the lemmas divide the work

`schrodinger_iff` produces the four scalar equations, and `triplet_stationary` checks the triplet in them. `negative_energy_amplitudes` derives the relations between $a$, $b$ and $c$; `negative_energy_iff` proves both directions of the cubic criterion, with `k` as the normalisation factor.

In `exists_ground`, `intermediate_value_Icc` finds a root and compactness supplies the least one. `uniform_density_iff` compares squared moduli through `Complex.normSq`. The final theorem bounds any ground energy by the negative one just found, then applies this density criterion.

## Elimination with `linear_combination`

Most of the algebra goes through `linear_combination`. It is given coefficients for known equations, and `ring` checks that their combination yields the goal. In `uniform_density_iff`, the equation `hw` with equal weights has left side minus right side $-4d(U-E)|a|^2$; the coefficient `-1 / 4` turns it into $d(U-E)|a|^2=0$.

## A variational definition of the ground state

`IsGround` could have been defined by minimising $\langle\psi|H|\psi\rangle$ over normalised states. Existence would then follow from compactness of the unit sphere, without the cubic, but the minimiser would have to be shown to be an eigenvector before the amplitude equations applied.
